# Jacobi's formula for the derivative of a determinant, and one-electron moves in a Slater determinant

## Physical setting

The determinant of an N by N matrix is a sum of N! products, and differentiating it term by term returns N such products for each of them, in a form that hides how the answer depends on the matrix. The compact rule "determinant times the trace of A⁻¹A′" avoids this, but it breaks down where the determinant vanishes. For a Slater determinant these are the nodes, for instance the configurations where two electrons share the same space and spin coordinate. There the inverse does not exist, while the determinant, a polynomial in the entries, is as differentiable as anywhere else. Jacobi's formula written with the adjugate holds at every point, and the rule with the inverse is its special case.

Let N electrons have coordinates xᵢ in a one-particle space X, and let φⱼ be N orbitals, functions on X with real or complex values. Electrons and orbitals are labelled by the same set of N indices. Writing M[i, j] for the entry of a matrix M in row i and column j, the Slater matrix is

    S[i, j] = φⱼ(xᵢ)

with electrons as rows and orbitals as columns. For orthonormal orbitals the normalised wave function is Ψ = det S / √(N!). In real-space Monte Carlo methods that use drift-guided moves, the derivative of log|Ψ| with respect to one electron's position sets the drift of that electron, and the formulas here supply it for a single real determinant with no correlation factor, as a first derivative along one path.

## Statement

Let A(t) be an N by N matrix with real or complex entries that depend on a real parameter t. Suppose each entry is differentiable at t₀, and collect the derivatives in a matrix A′, so that A′[i, j] is the derivative of A(t)[i, j] at t₀. Write A₀ = A(t₀). All derivatives d/dt are taken at t₀.

For a matrix M, an index k and a row vector b, let M⟨k ← b⟩ be M with row k replaced by b, and let eⱼ be the unit vector with 1 in place j. The adjugate of M has the entries

    adj(M)[j, k] = det M⟨k ← eⱼ⟩

which is the cofactor of the entry M[k, j]. The results are the following.

(a) Jacobi's formula, for any A₀:

    d/dt det A(t) = tr( adj(A₀) A′ )

(b) If det A₀ ≠ 0:

    d/dt det A(t) = det A₀ · tr( A₀⁻¹ A′ )

(c) If the entries are real and det A₀ ≠ 0:

    d/dt log|det A(t)| = tr( A₀⁻¹ A′ )

(d) If A′ = A₀ K for some N by N matrix K, with A₀ invertible or not:

    d/dt det A(t) = det A₀ · tr K

(e) Let electron k move along a path γ(t) in X while the others stay fixed. Let S(t) be the Slater matrix, S₀ = S(t₀), and let φⱼ′ be the derivative of φⱼ(γ(t)) at t₀. Then

    d/dt det S(t) = Σⱼ adj(S₀)[j, k] φⱼ′

and, for real orbitals with det S₀ ≠ 0,

    d/dt log|det S(t)| = Σⱼ S₀⁻¹[j, k] φⱼ′

(f) The real 2 by 2 matrix with rows (1, 0) and (1, t) is entrywise differentiable at t = 0, its determinant vanishes there, and the derivative of the determinant is 1.

## Derivation

**Product rule.** For finitely many functions fᵢ(t) with derivatives fᵢ′ at t₀,

    d/dt Πᵢ fᵢ(t) = Σₖ fₖ′ · Π(i ≠ k) fᵢ(t₀)

This follows by induction on the number of factors. The empty product is 1 and has derivative 0. Adding a factor fₐ to a product P gives fₐ′ P + fₐ P′, where the first term is the new k = a term and the second multiplies every old term by fₐ(t₀).

**Rows.** The Leibniz expansion takes one factor from each row, with σ running over the permutations of the indices and sgn(σ) the sign:

    det M = Σ_σ sgn(σ) Πᵢ M[i, σ(i)]

Applying the product rule to each term and exchanging the two finite sums gives

    d/dt det A(t) = Σₖ Σ_σ sgn(σ) A′[k, σ(k)] Π(i ≠ k) A₀[i, σ(i)]

For fixed k the sum over σ is the Leibniz expansion of A₀ with row k taken from A′. With A′ₖ for row k of A′,

    d/dt det A(t) = Σₖ det A₀⟨k ← A′ₖ⟩

**Cofactors.** A determinant is linear in row k, and b = Σⱼ bⱼ eⱼ with bⱼ the components of b, so

    det M⟨k ← b⟩ = Σⱼ bⱼ det M⟨k ← eⱼ⟩ = Σⱼ adj(M)[j, k] bⱼ

**Trace.** Putting b = A′ₖ and summing over k,

    d/dt det A(t) = Σₖ Σⱼ adj(A₀)[j, k] A′[k, j] = Σⱼ (adj(A₀) A′)[j, j]

which is (a). No division has occurred.

**Adjugate times matrix.** In the Leibniz expansion of M⟨k ← eⱼ⟩ only permutations with σ(k) = j survive, each contributing sgn(σ) Π(i ≠ k) M[i, σ(i)]. The same terms survive when column j of M is replaced by eₖ, so adj(M)[j, k] is also the determinant of that matrix. By linearity in column j, the sum Σₖ adj(M)[j, k] M[k, l] is the determinant of M with column j replaced by column l. This is det M for l = j, and zero otherwise because two columns coincide. With 1 the unit matrix,

    adj(M) M = det M · 1

**Inverse and logarithm.** If det M ≠ 0,

    adj(M) = adj(M) (M M⁻¹) = (adj(M) M) M⁻¹ = det M · M⁻¹

Inserting this into (a) and pulling the scalar out of the trace gives (b). For a real function D(t) with D(t₀) ≠ 0 and derivative D′, the derivative of log|D| is D′/D(t₀) for either sign of D(t₀). With D = det A(t) the factor det A₀ in (b) cancels, which gives (c).

**Column mixing.** If A′ = A₀ K,

    tr( adj(A₀) A₀ K ) = tr( det A₀ · K ) = det A₀ · tr K

which is (d). For a Slater matrix at fixed electron positions, (S₀ K)[i, j] = Σₗ φₗ(xᵢ) K[l, j], so the hypothesis describes orbitals whose rate of change at the electron positions is a combination of the same N orbitals. Only the diagonal of K then affects the determinant to first order.

**One electron.** When electron k moves, every row i ≠ k of S(t) is constant, and the derivative matrix S′ has the entries φⱼ′ in row k and zeros elsewhere. For any matrix M,

    tr( M S′ ) = Σⱼ Σᵢ M[j, i] S′[i, j] = Σⱼ M[j, k] φⱼ′

The choice M = adj(S₀) in (a) and M = S₀⁻¹ in (c) gives the two parts of (e). Only column k of the adjugate or of the inverse enters. For the normalised Ψ the first formula acquires the constant factor 1/√(N!), and the second is unchanged, since log|Ψ| differs from log|det S| by a constant.

**A node.** Number rows and columns 0 and 1. Take X to be the real line, φ₀(x) = 1, φ₁(x) = x, electron 0 at the origin and electron 1 at t. The Slater matrix has rows (1, 0) and (1, t) and determinant 1·t − 0·1 = t, which gives (f). At t = 0 the adjugate has rows (0, 0) and (−1, 1), the derivative matrix has rows (0, 0) and (0, 1), and the trace of their product is 1, in agreement with (a). An expression of the form det A₀ times a number equals 0 at this point, so (b) has no valid version there.

## What the formal version assumes

The index set is a finite type `n`, with N its number of elements, and it labels rows and columns alike. The entries lie in `𝕜` with `RCLike 𝕜`, meaning the real or the complex numbers. A path of matrices is a function `A : ℝ → Matrix n n 𝕜`. The parameter is always real, and the derivative of an entry is an element of `𝕜`. The statement `HasDerivAt f f' t₀` says that f is differentiable at t₀ with derivative f′, so each theorem concludes that the determinant, or its logarithm, is differentiable at t₀ with the stated derivative. The hypothesis `HasEntrywiseDerivAt A A' t₀` is this statement for each entry and nothing more. It imposes no continuity of the derivative and no differentiability at other values of t.

Results (a) to (d) are `hasDerivAt_det`, `hasDerivAt_det_of_det_ne_zero`, `hasDerivAt_log_abs_det` and `hasDerivAt_det_column_mixing`. They allow every N. For N = 1 the adjugate is the 1 by 1 unit matrix and (a) says that the single entry has the assumed derivative. For N = 0 the determinant is the constant 1 and the trace is an empty sum. In (b) and (c) invertibility is the hypothesis `(A t₀).det ≠ 0`, required at t₀ only. Mathlib defines the inverse of a singular matrix to be the zero matrix, so the right side of (b) would still be an expression at a node, and for `nodeMatrix` it would evaluate to 0 against the true derivative 1. In (d) the form of the derivative enters as the hypothesis `HasEntrywiseDerivAt A (A t₀ * K) t₀`. It is assumed at the one point t₀, and the conclusion is a rate at that point, not an integrated law for det A(t).

The Slater matrix is `slaterMatrix φ x` with entry `φ j (x i)`. The one-particle space `X` is an arbitrary type with no topology, measure or linear structure, so it may be position space or position and spin together. No orthogonality or normalisation of the orbitals is assumed, and the determinant carries no factor 1/√(N!). The configuration at parameter t is `Function.update x k (γ t)`, which is x with entry k overwritten by γ(t), so the original value of x at k plays no part. Choosing an electron `k` presupposes N ≥ 1. The numbers φⱼ′ are the vector `dφ`, and `hφ` assumes that each composite φⱼ(γ(t)) has derivative `dφ j`. For a differentiable orbital on three-dimensional space and a differentiable path, φⱼ′ would be the gradient of φⱼ dotted with the velocity of γ. The matrix S′ is `singleRow k dφ`. The two parts of (e) are `hasDerivAt_slaterDet_move` and `hasDerivAt_log_slaterDet_move`.

The logarithmic statements are for real entries only, and the logarithm or phase of a complex determinant is not treated. Second derivatives, which enter the local kinetic energy (proportional to ∇²Ψ/Ψ), sums of several determinants and correlation factors are also not covered. Result (f) is `nodeMatrix_det_zero_deriv_one`, stated for the explicit matrix `nodeMatrix t`, which is `!![1, 0; 1, t]`. The definition mentions no orbitals; the functions 1 and x from which the derivation builds this matrix are not square integrable on the line and serve only to produce a node. The gradient reading of `dφ`, the 1/√(N!) bookkeeping, the identification of `nodeMatrix` with a Slater matrix and the evaluation of its adjugate are arguments on paper that Lean was not asked to check.

```lean
import Mathlib

open Matrix

namespace JacobiDeterminantDerivative

variable {n : Type*} [Fintype n] [DecidableEq n] {𝕜 : Type*} [RCLike 𝕜]

/-- Every entry of the matrix `A t` is differentiable at `t₀`, and the derivatives form
the matrix `A'`. -/
def HasEntrywiseDerivAt (A : ℝ → Matrix n n 𝕜) (A' : Matrix n n 𝕜) (t₀ : ℝ) : Prop :=
  ∀ i j, HasDerivAt (fun t => A t i j) (A' i j) t₀

/-- The Slater matrix: entry `(i, j)` is orbital `j` evaluated at the coordinate of
electron `i`. -/
def slaterMatrix {X : Type*} (φ : n → X → 𝕜) (x : n → X) : Matrix n n 𝕜 :=
  Matrix.of fun i j => φ j (x i)

/-- The matrix whose row `k` is `b` and whose other rows vanish. -/
def singleRow (k : n) (b : n → 𝕜) : Matrix n n 𝕜 :=
  Matrix.of fun i j => if i = k then b j else 0

/-- The real 2 by 2 matrix with rows `(1, 0)` and `(1, t)`. -/
def nodeMatrix (t : ℝ) : Matrix (Fin 2) (Fin 2) ℝ := !![1, 0; 1, t]

/-- Product rule for a finite product: the derivative is the sum over `k` of the product
with factor `k` replaced by its derivative. -/
theorem hasDerivAt_prod {ι : Type*} [DecidableEq ι] (f : ι → ℝ → 𝕜) (f' : ι → 𝕜) (t₀ : ℝ)
    (hf : ∀ i, HasDerivAt (f i) (f' i) t₀) (s : Finset ι) :
    HasDerivAt (fun t => ∏ i ∈ s, f i t)
      (∑ k ∈ s, ∏ i ∈ s, (if i = k then f' i else f i t₀)) t₀ := by
  induction s using Finset.induction_on with
  | empty =>
    simp only [Finset.prod_empty, Finset.sum_empty]
    exact hasDerivAt_const _ _
  | insert a s ha ih =>
    have h := (hf a).fun_mul ih
    simp only [Finset.prod_insert ha]
    refine h.congr_deriv ?_
    have e1 : ∏ i ∈ s, (if i = a then f' i else f i t₀) = ∏ i ∈ s, f i t₀ := by
      refine Finset.prod_congr rfl fun i hi => ?_
      have hi' : ¬ i = a := fun e => ha (by rw [← e]; exact hi)
      rw [if_neg hi']
    have e2 : ∑ k ∈ s, (if a = k then f' a else f a t₀) *
          ∏ i ∈ s, (if i = k then f' i else f i t₀)
        = ∑ k ∈ s, f a t₀ * ∏ i ∈ s, (if i = k then f' i else f i t₀) := by
      refine Finset.sum_congr rfl fun k hk => ?_
      have hk' : ¬ a = k := fun e => ha (by rw [e]; exact hk)
      rw [if_neg hk']
    rw [Finset.sum_insert ha, e1, e2, if_pos (rfl : a = a), Finset.mul_sum]

/-- The derivative of `det A(t)` is the sum over rows `k` of the determinant of `A(t₀)`
with row `k` replaced by row `k` of `A'`. -/
theorem hasDerivAt_det_rows {A : ℝ → Matrix n n 𝕜} {A' : Matrix n n 𝕜} {t₀ : ℝ}
    (hA : HasEntrywiseDerivAt A A' t₀) :
    HasDerivAt (fun t => (A t).det) (∑ k, ((A t₀).updateRow k (A' k)).det) t₀ := by
  -- Leibniz expansion, one factor per row
  have hdet : ∀ M : Matrix n n 𝕜, M.det =
      ∑ σ : Equiv.Perm n, ((Equiv.Perm.sign σ : ℤ) : 𝕜) * ∏ i, M i (σ i) := by
    intro M
    rw [← Matrix.det_transpose M, Matrix.det_apply']
    rfl
  -- differentiate term by term
  have h1 : HasDerivAt
      (fun t => ∑ σ : Equiv.Perm n, ((Equiv.Perm.sign σ : ℤ) : 𝕜) * ∏ i, A t i (σ i))
      (∑ σ : Equiv.Perm n, ((Equiv.Perm.sign σ : ℤ) : 𝕜) *
        ∑ k, ∏ i, (if i = k then A' i (σ i) else A t₀ i (σ i))) t₀ :=
    HasDerivAt.fun_sum fun σ _ =>
      (hasDerivAt_prod (fun i t => A t i (σ i)) (fun i => A' i (σ i)) t₀
        (fun i => hA i (σ i)) Finset.univ).const_mul _
  have h2 : ∀ k i j, (A t₀).updateRow k (A' k) i j
      = if i = k then A' i j else A t₀ i j := by
    intro k i j
    rw [Matrix.updateRow_apply]
    split_ifs with h
    · rw [h]
    · rfl
  simp only [hdet, h2]
  refine h1.congr_deriv ?_
  -- exchange the sums over permutations and rows
  simp only [Finset.mul_sum]
  exact Finset.sum_comm

/-- Cofactor expansion: replacing row `k` of `A` by `b` gives the determinant
`∑ j, adj(A) j k * b j`. -/
theorem det_updateRow_eq_sum (A : Matrix n n 𝕜) (k : n) (b : n → 𝕜) :
    (A.updateRow k b).det = ∑ j, A.adjugate j k * b j := by
  rw [← Matrix.cramer_transpose_apply, Matrix.cramer_eq_adjugate_mulVec,
    ← Matrix.adjugate_transpose]
  rfl

/-- Jacobi's formula: `det A(t)` has derivative `tr(adj(A(t₀)) A')` at `t₀`. -/
theorem hasDerivAt_det {A : ℝ → Matrix n n 𝕜} {A' : Matrix n n 𝕜} {t₀ : ℝ}
    (hA : HasEntrywiseDerivAt A A' t₀) :
    HasDerivAt (fun t => (A t).det) (((A t₀).adjugate * A').trace) t₀ := by
  refine (hasDerivAt_det_rows hA).congr_deriv ?_
  simp only [det_updateRow_eq_sum, Matrix.trace, Matrix.diag_apply, Matrix.mul_apply]
  exact Finset.sum_comm

/-- For a matrix of nonzero determinant the adjugate is the determinant times the inverse. -/
theorem adjugate_eq_det_smul_inv (A : Matrix n n 𝕜) (hdet : A.det ≠ 0) :
    A.adjugate = A.det • A⁻¹ := by
  have hu : IsUnit A.det := isUnit_iff_ne_zero.mpr hdet
  calc A.adjugate = A.adjugate * (A * A⁻¹) := by
        rw [Matrix.mul_nonsing_inv _ hu, Matrix.mul_one]
    _ = (A.adjugate * A) * A⁻¹ := (Matrix.mul_assoc _ _ _).symm
    _ = A.det • A⁻¹ := by
        rw [Matrix.adjugate_mul, Matrix.smul_mul, Matrix.one_mul]

/-- Jacobi's formula for invertible `A(t₀)`: the derivative of `det A(t)` is
`det A(t₀) * tr(A(t₀)⁻¹ A')`. -/
theorem hasDerivAt_det_of_det_ne_zero {A : ℝ → Matrix n n 𝕜} {A' : Matrix n n 𝕜} {t₀ : ℝ}
    (hA : HasEntrywiseDerivAt A A' t₀) (hdet : (A t₀).det ≠ 0) :
    HasDerivAt (fun t => (A t).det) ((A t₀).det * ((A t₀)⁻¹ * A').trace) t₀ := by
  refine (hasDerivAt_det hA).congr_deriv ?_
  rw [adjugate_eq_det_smul_inv _ hdet, Matrix.smul_mul, Matrix.trace_smul, smul_eq_mul]

/-- For a real matrix invertible at `t₀`, `log |det A(t)|` has derivative
`tr(A(t₀)⁻¹ A')`. -/
theorem hasDerivAt_log_abs_det {A : ℝ → Matrix n n ℝ} {A' : Matrix n n ℝ} {t₀ : ℝ}
    (hA : HasEntrywiseDerivAt A A' t₀) (hdet : (A t₀).det ≠ 0) :
    HasDerivAt (fun t => Real.log |(A t).det|) (((A t₀)⁻¹ * A').trace) t₀ := by
  have h := (hasDerivAt_det_of_det_ne_zero hA hdet).log hdet
  simp only [Real.log_abs]
  refine h.congr_deriv ?_
  exact mul_div_cancel_left₀ _ hdet

/-- If the derivative matrix is `A(t₀) K`, a mixing of the columns by `K`, then `det A(t)`
has derivative `det A(t₀) * tr K`. -/
theorem hasDerivAt_det_column_mixing {A : ℝ → Matrix n n 𝕜} {K : Matrix n n 𝕜} {t₀ : ℝ}
    (hA : HasEntrywiseDerivAt A (A t₀ * K) t₀) :
    HasDerivAt (fun t => (A t).det) ((A t₀).det * K.trace) t₀ := by
  refine (hasDerivAt_det hA).congr_deriv ?_
  rw [← Matrix.mul_assoc, Matrix.adjugate_mul, Matrix.smul_mul, Matrix.one_mul,
    Matrix.trace_smul, smul_eq_mul]

omit [Fintype n] in
/-- When electron `k` moves along a path `γ` and the others stay fixed, the derivative of
the Slater matrix has the orbital derivatives along `γ` in row `k` and zeros elsewhere. -/
theorem slaterMatrix_move {X : Type*} (φ : n → X → 𝕜) (x : n → X) (k : n) (γ : ℝ → X)
    (dφ : n → 𝕜) (t₀ : ℝ) (hφ : ∀ j, HasDerivAt (fun t => φ j (γ t)) (dφ j) t₀) :
    HasEntrywiseDerivAt (fun t => slaterMatrix φ (Function.update x k (γ t)))
      (singleRow k dφ) t₀ := by
  unfold HasEntrywiseDerivAt
  intro i j
  by_cases h : i = k
  · simp only [slaterMatrix, singleRow, Matrix.of_apply, Function.update_apply, if_pos h]
    exact hφ j
  · simp only [slaterMatrix, singleRow, Matrix.of_apply, Function.update_apply, if_neg h]
    exact hasDerivAt_const _ _

/-- When electron `k` moves along `γ`, the Slater determinant has derivative
`∑ j, adj(S) j k * φ_j'`, with `S` the Slater matrix at `t₀`. -/
theorem hasDerivAt_slaterDet_move {X : Type*} (φ : n → X → 𝕜) (x : n → X) (k : n)
    (γ : ℝ → X) (dφ : n → 𝕜) (t₀ : ℝ)
    (hφ : ∀ j, HasDerivAt (fun t => φ j (γ t)) (dφ j) t₀) :
    HasDerivAt (fun t => (slaterMatrix φ (Function.update x k (γ t))).det)
      (∑ j, (slaterMatrix φ (Function.update x k (γ t₀))).adjugate j k * dφ j) t₀ := by
  refine (hasDerivAt_det (slaterMatrix_move φ x k γ dφ t₀ hφ)).congr_deriv ?_
  simp [Matrix.trace, Matrix.mul_apply, singleRow]

/-- For real orbitals and a Slater matrix `S` invertible at `t₀`, moving electron `k` along
`γ` changes `log |det S|` at the rate `∑ j, S⁻¹ j k * φ_j'`. -/
theorem hasDerivAt_log_slaterDet_move {X : Type*} (φ : n → X → ℝ) (x : n → X) (k : n)
    (γ : ℝ → X) (dφ : n → ℝ) (t₀ : ℝ)
    (hφ : ∀ j, HasDerivAt (fun t => φ j (γ t)) (dφ j) t₀)
    (hdet : (slaterMatrix φ (Function.update x k (γ t₀))).det ≠ 0) :
    HasDerivAt (fun t => Real.log |(slaterMatrix φ (Function.update x k (γ t))).det|)
      (∑ j, (slaterMatrix φ (Function.update x k (γ t₀)))⁻¹ j k * dφ j) t₀ := by
  refine (hasDerivAt_log_abs_det (slaterMatrix_move φ x k γ dφ t₀ hφ) hdet).congr_deriv ?_
  simp [Matrix.trace, Matrix.mul_apply, singleRow]

/-- The matrix `nodeMatrix t` is entrywise differentiable at `t = 0`, where its determinant
vanishes and has derivative `1`. -/
theorem nodeMatrix_det_zero_deriv_one :
    HasEntrywiseDerivAt nodeMatrix !![0, 0; 0, 1] 0 ∧ (nodeMatrix 0).det = 0 ∧
      HasDerivAt (fun t => (nodeMatrix t).det) 1 0 := by
  have hd : ∀ t, (nodeMatrix t).det = t := by
    intro t
    simp [nodeMatrix, Matrix.det_fin_two]
  refine ⟨?_, hd 0, ?_⟩
  · unfold HasEntrywiseDerivAt
    intro i j
    fin_cases i <;> fin_cases j
    · exact hasDerivAt_const (0 : ℝ) (1 : ℝ)
    · exact hasDerivAt_const (0 : ℝ) (0 : ℝ)
    · exact hasDerivAt_const (0 : ℝ) (1 : ℝ)
    · first
        | exact hasDerivAt_id' (0 : ℝ)
        | simpa [nodeMatrix] using hasDerivAt_id' (0 : ℝ)
  · simp only [hd]
    exact hasDerivAt_id' 0

end JacobiDeterminantDerivative
```

```lean
#print axioms JacobiDeterminantDerivative.hasDerivAt_det_column_mixing
#print axioms JacobiDeterminantDerivative.hasDerivAt_slaterDet_move
#print axioms JacobiDeterminantDerivative.hasDerivAt_log_slaterDet_move
#print axioms JacobiDeterminantDerivative.nodeMatrix_det_zero_deriv_one
```

```
'JacobiDeterminantDerivative.hasDerivAt_det_column_mixing' depends on axioms: [propext, Classical.choice, Quot.sound]
'JacobiDeterminantDerivative.hasDerivAt_slaterDet_move' depends on axioms: [propext, Classical.choice, Quot.sound]
'JacobiDeterminantDerivative.hasDerivAt_log_slaterDet_move' depends on axioms: [propext, Classical.choice, Quot.sound]
'JacobiDeterminantDerivative.nodeMatrix_det_zero_deriv_one' depends on axioms: [propext, Classical.choice, Quot.sound]
```

## Notes on the proof

`hasDerivAt_prod` writes the product rule with the k-th term as a product over all indices of `if i = k then f' i else f i t₀`. This avoids a product over a set with one element removed and already has the shape of a matrix with one row replaced. The induction `Finset.induction_on` builds the index set `s` by adding one new element `a` at a time. The two-factor rule `(hf a).fun_mul ih` is the step fₐ′ P + fₐ P′. The remaining work identifies this with the target. By `e1`, in the term k = a none of the old factors is differentiated, because `a` is not in `s`. By `e2`, in the terms with k in `s` the new factor appears undifferentiated, for the same reason.

`hasDerivAt_det_rows` follows the step on rows. Mathlib's `Matrix.det_apply'` takes one factor from each column, so `hdet` applies it to the transpose to obtain the form with `M i (σ i)`. In `h1` the sum over permutations is differentiated by `HasDerivAt.fun_sum`, each term by `hasDerivAt_prod`, and the sign is carried along by `const_mul`. The lemma `h2` says that the entries of `(A t₀).updateRow k (A' k)` are given by the same conditional as in the product rule. After the sign is moved inside the sum over k, `Finset.sum_comm` exchanges the sums over σ and k.

`det_updateRow_eq_sum` is the cofactor step, obtained from Mathlib's treatment of Cramer's rule. That rule replaces columns, so a row replacement in A is a column replacement in the transpose, which is `Matrix.cramer_transpose_apply`. The vector of these determinants is the adjugate acting on b, by `Matrix.cramer_eq_adjugate_mulVec`, and `Matrix.adjugate_transpose` moves the transpose outside the adjugate. This is the origin of the index order `A.adjugate j k`. In `hasDerivAt_det` the trace and the matrix product are unfolded into a double sum, and a second `Finset.sum_comm` matches it with the sum over rows.

`adjugate_eq_det_smul_inv` is the three-step chain for adj(M) in the derivation, with `Matrix.adjugate_mul` supplying adj(M) M = det M · 1 and `Matrix.mul_nonsing_inv` supplying M M⁻¹ = 1 for nonzero determinant. `hasDerivAt_det_of_det_ne_zero` substitutes it and extracts the scalar with `Matrix.trace_smul`. In `hasDerivAt_log_abs_det` the rule `.log hdet` yields D′/D(t₀). Mathlib's real logarithm of a negative number is the logarithm of its absolute value, so `Real.log_abs` removes the bars and both signs of the determinant are handled at once. The cancellation of det A₀ is `mul_div_cancel_left₀`. `hasDerivAt_det_column_mixing` regroups the product as (adj(A₀) A₀) K and uses `Matrix.adjugate_mul` again, without any inverse.

`slaterMatrix_move` splits on `i = k`. In the moving row the claim is the hypothesis `hφ j`, and in the other rows the entry is constant. The two Slater theorems feed this into (a) and (c), and `simp` collapses the sum over i in the trace to its single nonzero term. `nodeMatrix_det_zero_deriv_one` does not invoke Jacobi's formula. It computes the determinant as t in `hd`, checks the four entries by `fin_cases`, three constant and one equal to t, and differentiates the identity function.

A technique worth reusing is `congr_deriv`. Given a proof that a function has derivative d₁, the line `refine h.congr_deriv ?_` turns the goal that it has derivative d₂ into the equation d₁ = d₂. This separates the analysis from the algebra. In the chain leading to the general results, differentiation rules are invoked in the product rule, in `h1`, in the logarithm and in `slaterMatrix_move`. The theorems on the trace, the inverse form, column mixing and the Slater determinant each take an earlier derivative statement unchanged, call `congr_deriv`, and finish with an identity between finite sums or matrices in which no limit appears.
